# A single Gaussian orbital gives hydrogen a least energy of \(-4/(3\pi)\) hartree

When a variational Monte Carlo program is run on hydrogen with one s-type Gaussian, centred on the nucleus, as trial orbital, it typically samples electron positions from the density \(\psi^2\), so that their radii follow \(r^2\psi^2\), and averages the local energy over them. The average can be compared, within its statistical error, with a closed formula in the Gaussian exponent, and an optimiser that minimises the mean energy over the exponent can be compared with the exact minimum of that formula. Both results hold for this one-electron, one-parameter model with a fixed point nucleus.

## From the local energy to the best exponent

In atomic units, let a fixed point nucleus of charge \(Z\) sit at the origin, and take \(\psi(r)=e^{-ar^2}\) with \(a>0\). For a spherically symmetric function the local energy is

\[
E_L(r)=-\frac{\psi''(r)+2\psi'(r)/r}{2\psi(r)}-\frac{Z}{r}.
\]

The derivatives are \(\psi'=-2ar\,\psi\) and \(\psi''=(4a^2r^2-2a)\psi\), so \(\psi''+2\psi'/r=(4a^2r^2-6a)\psi\). Hence, for \(r>0\),

\[
E_L(r)=3a-2a^2r^2-\frac{Z}{r}.
\]

The weight is \(r^2\psi^2=r^2e^{-br^2}\) with \(b=2a\). Write \(I_n=\int_0^\infty r^n e^{-br^2}\,dr=\tfrac12 b^{-(n+1)/2}\,\Gamma\!\left(\tfrac{n+1}{2}\right)\). Then

\[
I_1=\frac{1}{2b},\qquad I_2=\frac{\sqrt\pi}{4b^{3/2}},\qquad I_4=\frac{3\sqrt\pi}{8b^{5/2}}.
\]

The ratios needed are \(I_4/I_2=3/(2b)=3/(4a)\) and \(I_1/I_2=2\sqrt{b/\pi}=2\sqrt{2a/\pi}\). The mean energy is therefore

\[
E(a)=3a-2a^2\frac{I_4}{I_2}-Z\frac{I_1}{I_2}=\frac{3a}{2}-2Z\sqrt{\frac{2a}{\pi}}.
\]

Put \(c=\sqrt{2a/\pi}\), so that \(3a/2=3\pi c^2/4\). Completing the square gives

\[
E(a)=\frac{3\pi}{4}\left(c-\frac{4Z}{3\pi}\right)^2-\frac{4Z^2}{3\pi}.
\]

For \(Z>0\) the square vanishes at \(c=4Z/(3\pi)\), that is, at \(a=8Z^2/(9\pi)\) and nowhere else. The minimum is \(-4Z^2/(3\pi)\). It lies above \(-Z^2/2\), the exact ground-state energy for a fixed point nucleus, because \(8<9<3\pi\). For hydrogen, \(Z=1\), the minimum is about \(-0.424\) hartree, against \(-0.5\).

## The orbital and its energy in Lean

```lean
import Mathlib

open MeasureTheory Set
open scoped Real

namespace GaussianHydrogen

noncomputable section
```

The orbital is a real function of a real radius, without a normalisation constant.

```lean
/-- The unnormalised s-type Gaussian orbital `exp (-a r²)`. -/
def gaussianOrbital (a r : ℝ) : ℝ := Real.exp (-a * r ^ 2)
```

The local energy is defined for any radial function through Mathlib's `deriv`, and not by the Gaussian formula, which has to be proved. The definition fixes atomic units, zero angular momentum and a motionless nucleus. The charge `Z` may be any real number until a positivity hypothesis appears.

```lean
/-- The radial local energy of an s-wave function `ψ` in the field of a nucleus of charge `Z`,
in atomic units. -/
def localEnergy (Z : ℝ) (ψ : ℝ → ℝ) (r : ℝ) : ℝ :=
  -(deriv (deriv ψ) r + 2 * deriv ψ r / r) / (2 * ψ r) - Z / r
```

The density contains the factor \(r^2\) from the volume element. The angular factor \(4\pi\) is absent, since it would cancel in the mean.

```lean
/-- The unnormalised radial density `r² ψ²`. -/
def radialDensity (ψ : ℝ → ℝ) (r : ℝ) : ℝ := r ^ 2 * ψ r ^ 2
```

The mean is a quotient of two integrals over `Ioi 0`, the open half-line \((0,\infty)\). Dividing by the norm integral gives the same value as a normalised orbital would.

```lean
/-- The mean of the local energy over the normalised radial density on `(0, ∞)`. -/
def meanEnergy (Z : ℝ) (ψ : ℝ → ℝ) : ℝ :=
  (∫ r in Ioi (0 : ℝ), localEnergy Z ψ r * radialDensity ψ r) /
    ∫ r in Ioi (0 : ℝ), radialDensity ψ r
```

An alternative model would take the kinetic energy as \(\tfrac12\int r^2\psi'^2\,dr\) divided by the norm. For the Gaussian this gives the same \(3a/2\), by integration by parts. It needs only first derivatives and would also treat correctly an orbital with a kink at some radius \(r>0\), where the pointwise second derivative misses a contribution. The local energy, which is what the Monte Carlo run averages, would then no longer appear in the definition.

## Differentiating the Gaussian

The first lemma is the chain rule, \(\psi'=-2ar\,\psi\).

```lean
lemma hasDerivAt_gaussian (a r : ℝ) :
    HasDerivAt (gaussianOrbital a) (-2 * a * r * gaussianOrbital a r) r := by
  have h : HasDerivAt (fun x : ℝ => -a * x ^ 2) (-a * (2 * r)) r :=
    ((hasDerivAt_pow 2 r).const_mul (-a)).congr_deriv (by norm_num)
  refine h.exp.congr_deriv ?_
  simp only [gaussianOrbital]
  ring
```

In the next theorem `d1` states this formula as an equality of functions, so that it can be differentiated again; `d2` is the product rule. Since \(\psi\) and \(r\) are nonzero, `field_simp` clears the denominators and `ring` finishes the algebra. The sign of `a` plays no part here.

```lean
/-- For `r > 0` the local energy of the Gaussian orbital is `3a - 2a²r² - Z/r`. -/
theorem localEnergy_gaussian (Z a : ℝ) {r : ℝ} (hr : 0 < r) :
    localEnergy Z (gaussianOrbital a) r = 3 * a - 2 * a ^ 2 * r ^ 2 - Z / r := by
  have d1 : deriv (gaussianOrbital a) = fun x => -2 * a * x * gaussianOrbital a x :=
    funext fun x => (hasDerivAt_gaussian a x).deriv
  have hl : HasDerivAt (fun x : ℝ => -2 * a * x) (-2 * a) r :=
    ((hasDerivAt_id' r).const_mul (-2 * a)).congr_deriv (by ring)
  have d2 := (hl.fun_mul (hasDerivAt_gaussian a r)).deriv
  have hg : gaussianOrbital a r ≠ 0 := (Real.exp_pos _).ne'
  have hr' : r ≠ 0 := hr.ne'
  simp only [localEnergy, d1, d2]
  field_simp
  ring
```

## Half-line moments

The general moment \(I_n\) comes from Mathlib's integral for real powers, specialised to natural exponents.

```lean
lemma moment (n : ℕ) {b : ℝ} (hb : 0 < b) :
    ∫ r in Ioi (0 : ℝ), r ^ n * Real.exp (-b * r ^ 2) =
      b ^ (-((n : ℝ) + 1) / 2) * (1 / 2) * Real.Gamma (((n : ℝ) + 1) / 2) := by
  have hn : (-1 : ℝ) < n := by
    have : (0 : ℝ) ≤ n := n.cast_nonneg
    linarith
  have h := integral_rpow_mul_exp_neg_mul_rpow (p := 2) (q := (n : ℝ)) two_pos hn hb
  simpa only [Real.rpow_natCast, Real.rpow_two] using h
```

Integrability is proved alongside it, by restricting a result on the whole line.

```lean
lemma moment_integrable (n : ℕ) {b : ℝ} (hb : 0 < b) :
    IntegrableOn (fun r : ℝ => r ^ n * Real.exp (-b * r ^ 2)) (Ioi 0) := by
  have hn : (-1 : ℝ) < n := by
    have : (0 : ℝ) ≤ n := n.cast_nonneg
    linarith
  have h : Integrable (fun r : ℝ => r ^ n * Real.exp (-b * r ^ 2)) := by
    simpa only [Real.rpow_natCast] using integrable_rpow_mul_exp_neg_mul_sq hb hn
  exact h.integrableOn
```

The three moments follow from \(\Gamma(1)=1\), \(\Gamma(\tfrac12)=\sqrt\pi\) and the recursion \(\Gamma(x+1)=x\,\Gamma(x)\), used once for `g3` and again for `g5`. Half-integer powers of \(b\) are written as products with `√b`.

```lean
/-- The first, second and fourth moments of `exp (-b r²)` on the half-line, for `b > 0`. -/
theorem gaussian_moments {b : ℝ} (hb : 0 < b) :
    (∫ r in Ioi (0 : ℝ), r ^ 1 * Real.exp (-b * r ^ 2)) = 1 / (2 * b) ∧
    (∫ r in Ioi (0 : ℝ), r ^ 2 * Real.exp (-b * r ^ 2)) = √π / (4 * (b * √b)) ∧
    (∫ r in Ioi (0 : ℝ), r ^ 4 * Real.exp (-b * r ^ 2)) = 3 * √π / (8 * (b ^ 2 * √b)) := by
  have g3 : Real.Gamma (1 / 2 + 1) = 1 / 2 * √π := by
    rw [Real.Gamma_add_one (by norm_num : (1 / 2 : ℝ) ≠ 0), Real.Gamma_one_half_eq]
  have g5 : Real.Gamma (1 / 2 + 1 + 1) = (1 / 2 + 1) * (1 / 2 * √π) := by
    rw [Real.Gamma_add_one (by norm_num : (1 / 2 + 1 : ℝ) ≠ 0), g3]
  refine ⟨?_, ?_, ?_⟩
  · rw [moment 1 hb, show -(((1 : ℕ) : ℝ) + 1) / 2 = -1 by norm_num,
      show (((1 : ℕ) : ℝ) + 1) / 2 = 1 by norm_num, Real.Gamma_one,
      Real.rpow_neg hb.le, Real.rpow_one]
    ring
  · rw [moment 2 hb, show -(((2 : ℕ) : ℝ) + 1) / 2 = -(1 + 1 / 2) by norm_num,
      show (((2 : ℕ) : ℝ) + 1) / 2 = 1 / 2 + 1 by norm_num, g3,
      Real.rpow_neg hb.le, Real.rpow_add hb, Real.rpow_one, ← Real.sqrt_eq_rpow]
    ring
  · rw [moment 4 hb, show -(((4 : ℕ) : ℝ) + 1) / 2 = -(1 + 1 + 1 / 2) by norm_num,
      show (((4 : ℕ) : ℝ) + 1) / 2 = 1 / 2 + 1 + 1 by norm_num, g5,
      Real.rpow_neg hb.le, Real.rpow_add hb, Real.rpow_add hb, Real.rpow_one,
      ← Real.sqrt_eq_rpow]
    ring
```

## The mean energy

Squaring the orbital doubles the exponent, which identifies \(b=2a\).

```lean
lemma density_eq (a : ℝ) :
    radialDensity (gaussianOrbital a) = fun r => r ^ 2 * Real.exp (-(2 * a) * r ^ 2) := by
  funext r
  have h : gaussianOrbital a r ^ 2 = Real.exp (-(2 * a) * r ^ 2) := by
    rw [gaussianOrbital, pow_two (Real.exp _), ← Real.exp_add]
    congr 1
    ring
  rw [radialDensity, h]
```

On the positive half-line the weighted local energy is then a combination of the three moment integrands. The Coulomb term uses \((Z/r)\,r^2=Zr\).

```lean
lemma integrand_eq (Z a : ℝ) :
    EqOn (fun r => 3 * a * (r ^ 2 * Real.exp (-(2 * a) * r ^ 2))
        - 2 * a ^ 2 * (r ^ 4 * Real.exp (-(2 * a) * r ^ 2))
        - Z * (r ^ 1 * Real.exp (-(2 * a) * r ^ 2)))
      (fun r => localEnergy Z (gaussianOrbital a) r * radialDensity (gaussianOrbital a) r)
      (Ioi 0) := by
  intro r hr
  have hr' : r ≠ 0 := ne_of_gt hr
  have hZ : Z / r * r ^ 2 = Z * r := by
    field_simp
  simp only [localEnergy_gaussian Z a hr, density_eq]
  linear_combination Real.exp (-(2 * a) * r ^ 2) * hZ
```

Both integrands are integrable. This matters because Lean assigns the value zero to the integral of a non-integrable function.

```lean
/-- For `a > 0` the radial density and the local energy weighted with it are both integrable
on `(0, ∞)`. -/
theorem integrable_gaussian (Z : ℝ) {a : ℝ} (ha : 0 < a) :
    IntegrableOn (radialDensity (gaussianOrbital a)) (Ioi 0) ∧
    IntegrableOn (fun r => localEnergy Z (gaussianOrbital a) r *
      radialDensity (gaussianOrbital a) r) (Ioi 0) := by
  have hb : 0 < 2 * a := by positivity
  refine ⟨?_, ?_⟩
  · rw [density_eq]
    exact moment_integrable 2 hb
  · exact IntegrableOn.congr_fun
      ((((moment_integrable 2 hb).const_mul (3 * a)).sub
        ((moment_integrable 4 hb).const_mul (2 * a ^ 2))).sub
        ((moment_integrable 1 hb).const_mul Z)) (integrand_eq Z a) measurableSet_Ioi
```

The mean now follows as in the derivation: linearity splits the energy integral, the moments are inserted, and the quotient is simplified with \(\sqrt{2a}\) and \(\sqrt\pi\) treated as nonzero symbols. The formula holds for every real `Z`.

```lean
/-- For `a > 0` the mean local energy of the Gaussian orbital is `3a/2 - 2Z √(2a/π)`. -/
theorem meanEnergy_gaussian (Z : ℝ) {a : ℝ} (ha : 0 < a) :
    meanEnergy Z (gaussianOrbital a) = 3 * a / 2 - 2 * Z * √(2 * a / π) := by
  have hb : 0 < 2 * a := by positivity
  obtain ⟨m1, m2, m4⟩ := gaussian_moments hb
  have i2 := (moment_integrable 2 hb).const_mul (3 * a)
  have i4 := (moment_integrable 4 hb).const_mul (2 * a ^ 2)
  have i1 := (moment_integrable 1 hb).const_mul Z
  have i24 : IntegrableOn (fun r : ℝ => 3 * a * (r ^ 2 * Real.exp (-(2 * a) * r ^ 2))
      - 2 * a ^ 2 * (r ^ 4 * Real.exp (-(2 * a) * r ^ 2))) (Ioi 0) := i2.sub i4
  -- split the energy integral into the three moments
  rw [meanEnergy, ← setIntegral_congr_fun measurableSet_Ioi (integrand_eq Z a), density_eq,
    integral_sub i24 i1, integral_sub i2 i4, integral_const_mul, integral_const_mul,
    integral_const_mul, m1, m2, m4, Real.sqrt_div hb.le]
  have hs : √(2 * a) ≠ 0 := (Real.sqrt_pos.mpr hb).ne'
  have hp : √π ≠ 0 := (Real.sqrt_pos.mpr Real.pi_pos).ne'
  generalize √(2 * a) = s at hs ⊢
  generalize √π = p at hp ⊢
  field_simp
  ring
```

## The minimum over exponents

Replacing \(3a/2\) by \(3\pi c^2/4\) turns the mean into the completed square.

```lean
/-- For `a > 0` the mean energy of the Gaussian orbital is `3π/4` times the square of `√(2a/π) -
4Z/(3π)`, plus the constant `-4Z²/(3π)`. -/
theorem meanEnergy_square (Z : ℝ) {a : ℝ} (ha : 0 < a) :
    meanEnergy Z (gaussianOrbital a) =
      3 * π / 4 * (√(2 * a / π) - 4 * Z / (3 * π)) ^ 2 - 4 * Z ^ 2 / (3 * π) := by
  have hπ : π ≠ 0 := Real.pi_ne_zero
  have hc : √(2 * a / π) ^ 2 = 2 * a / π := Real.sq_sqrt (by positivity)
  have h : 3 * a / 2 = 3 * π / 4 * √(2 * a / π) ^ 2 := by
    rw [hc]
    field_simp
    ring
  rw [meanEnergy_gaussian Z ha, h]
  generalize √(2 * a / π) = c
  field_simp
  ring
```

For positive `Z`, the minimal value is reached at exactly one exponent. In the forward direction the square must vanish, which fixes \(c\) and then \(a=\pi c^2/2\). The reverse direction substitutes the exponent.

```lean
/-- For `Z > 0` the mean energy equals `-4Z²/(3π)` exactly when `a = 8Z²/(9π)`. -/
theorem meanEnergy_eq_min_iff {Z a : ℝ} (hZ : 0 < Z) (ha : 0 < a) :
    meanEnergy Z (gaussianOrbital a) = -(4 * Z ^ 2 / (3 * π)) ↔ a = 8 * Z ^ 2 / (9 * π) := by
  have hπ : π ≠ 0 := Real.pi_ne_zero
  rw [meanEnergy_square Z ha]
  constructor
  · intro h
    have hd : 3 * π / 4 * (√(2 * a / π) - 4 * Z / (3 * π)) ^ 2 = 0 := by linarith
    have hp : 3 * π / 4 ≠ 0 := by positivity
    have hc := sub_eq_zero.mp
      ((pow_eq_zero_iff two_ne_zero).mp ((mul_eq_zero.mp hd).resolve_left hp))
    have hsq : √(2 * a / π) ^ 2 = 2 * a / π := Real.sq_sqrt (by positivity)
    rw [hc] at hsq
    calc a = π / 2 * (2 * a / π) := by field_simp
      _ = π / 2 * (4 * Z / (3 * π)) ^ 2 := by rw [hsq]
      _ = 8 * Z ^ 2 / (9 * π) := by
          field_simp
          ring
  · intro h
    have hq : 2 * a / π = (4 * Z / (3 * π)) ^ 2 := by
      rw [h]
      ring
    rw [hq, Real.sqrt_sq (by positivity)]
    ring
```

`IsLeast` says that \(-4Z^2/(3\pi)\) is the mean energy for some \(a>0\) and a lower bound for all of them. The first part uses the optimal exponent, the second the nonnegativity of the square. The strict inequality is reduced to \(8<3\pi\) and follows from \(\pi>3\).

```lean
/-- For `Z > 0` the least mean energy over all Gaussian exponents `a > 0` is `-4Z²/(3π)`,
and it lies strictly above `-Z²/2`. -/
theorem gaussian_minimum {Z : ℝ} (hZ : 0 < Z) :
    IsLeast ((fun a => meanEnergy Z (gaussianOrbital a)) '' Ioi 0) (-(4 * Z ^ 2 / (3 * π))) ∧
      -(Z ^ 2 / 2) < -(4 * Z ^ 2 / (3 * π)) := by
  refine ⟨⟨?_, ?_⟩, ?_⟩
  · have ha : 0 < 8 * Z ^ 2 / (9 * π) := by positivity
    exact ⟨8 * Z ^ 2 / (9 * π), ha, (meanEnergy_eq_min_iff hZ ha).mpr rfl⟩
  · rintro _ ⟨a, ha, rfl⟩
    show _ ≤ meanEnergy Z (gaussianOrbital a)
    rw [meanEnergy_square Z ha]
    have h : 0 ≤ 3 * π / 4 * (√(2 * a / π) - 4 * Z / (3 * π)) ^ 2 := by positivity
    linarith
  · -- the comparison reduces to 8 < 3π
    apply neg_lt_neg
    rw [div_lt_div_iff₀ (by positivity) (by norm_num)]
    have hZ2 : 0 < Z ^ 2 := by positivity
    nlinarith [mul_pos hZ2 (sub_pos.mpr Real.pi_gt_three)]
```

Setting `Z` to one gives hydrogen. The theorem compares the minimum with the number \(-1/2\); that this number is the exact ground-state energy of the model is familiar quantum mechanics, brought in from elsewhere. The minimum ranges over single Gaussians centred on the nucleus, so it sets no limit on what a sum of several Gaussians can reach.

```lean
/-- For hydrogen the least mean energy of a single Gaussian orbital is `-4/(3π)`,
strictly above `-1/2`. -/
theorem hydrogen_minimum :
    IsLeast ((fun a => meanEnergy 1 (gaussianOrbital a)) '' Ioi 0) (-(4 / (3 * π))) ∧
      -(1 / 2 : ℝ) < -(4 / (3 * π)) := by
  have h := gaussian_minimum one_pos
  simpa only [one_pow, mul_one] using h

end

end GaussianHydrogen
```

```lean
#print axioms GaussianHydrogen.integrable_gaussian
#print axioms GaussianHydrogen.hydrogen_minimum
```

```
'GaussianHydrogen.integrable_gaussian' depends on axioms: [propext, Classical.choice, Quot.sound]
'GaussianHydrogen.hydrogen_minimum' depends on axioms: [propext, Classical.choice, Quot.sound]
```
